# A density with both the interacting and the Kohn–Sham tail forces e = −I

**A.** Suppose that one density n(r) has, at large distance r, both of the forms

n(r) ~ A r^a exp(−2√(2I) r)

n(r) ~ B r^b exp(−2√(−2e) r)

with A, B > 0, I ≥ 0 and e ≤ 0. Then e = −I, a = b and A = B. Here I is the ionization energy, e is the energy of the highest occupied Kohn–Sham orbital, and the units are atomic.

**Q.** That looks like the ionization-potential theorem of density functional theory. Have you derived it from the Schrödinger equation?

**A.** No. Both tails are premises, and the theorem says what follows once they hold for the same density. The physics behind them is simple to sketch. Far from a finite system, an orbital of energy e in a potential that vanishes at infinity obeys −½φ″ ≈ eφ to leading order, so it decays as exp(−√(−2e) r), and its density decays twice as fast. In the interacting system, the amplitude for removing one electron and leaving the cation in its ground state plays the same role, with −I in place of e. The powers r^a and r^b allow for slower corrections, such as those due to a Coulomb potential.

**Q.** Then show me the step from the tails to the energies. Could a different power not make up for a slightly different exponent?

**A.** It could over a finite range of r, but not in the limit. Write κ for the decay constant and read the tail as a statement about a limit:

n(r) r^(−a) exp(κr) → A, with A > 0.

The left side is eventually positive because its limit is. The factors r^(−a) and exp(κr) are positive for r > 0, so n(r) is positive at large r and has a logarithm. Since the logarithm is continuous at A,

L(r) = log n(r) − a log r + κr → log A.

Solve for log n(r) and divide by −r:

−log n(r)/r = κ − L(r)/r − a (log r)/r → κ.

The second term vanishes because L(r) stays bounded at large r, the third because log r grows more slowly than r. The power has no influence on this limit. With κ known, it appears on the next scale:

(log n(r) + κr)/log r = a + L(r)/log r → a.

Now let the same density have a second tail, with prefactor B, power b and decay constant μ. The function −log n(r)/r has only one limit, so κ = μ. The second formula then gives a = b, and the original limit gives A = B. Finally, put in the two physical decay constants:

2√(2I) = 2√(−2e), hence 2I = −2e, hence e = −I.

**Q.** I accept that. What I doubt is that the formal statement says the same thing. What is a density there?

**A.** It is a function `n : ℝ → ℝ` of one real variable. You may think of a spherical density, a spherical average or the density along a fixed ray. Only its behaviour as r → ∞ matters, so nothing is required of `n` near the nucleus, and neither normalisation nor smoothness is assumed. The filter `atTop` expresses r → ∞, and `𝓝 A` stands for the neighbourhoods of A.

```lean
import Mathlib

open Filter Topology

namespace DensityTail
```

The tail condition has two parts, a positive prefactor and the limit above.

```lean
/-- The density `n` has the tail `A r^a exp(-κ r)`: the prefactor `A` is positive, and
`n(r) r^(-a) exp(κ r)` tends to `A` as `r` tends to infinity. -/
structure HasTail (n : ℝ → ℝ) (A a κ : ℝ) : Prop where
  pos : 0 < A
  lim : Tendsto (fun r : ℝ => n r * r ^ (-a) * Real.exp (κ * r)) atTop (𝓝 A)
```

**Q.** You don't assume that the density is positive?

**A.** Positivity at large r follows from the two fields, as in the hand derivation. The real assumption concerns the form of the tail: after one pure power and one exponential have been divided out, what remains must tend to a positive constant. A density whose prefactor keeps oscillating with a constant amplitude is not covered. Along a ray in a nodal plane of the highest occupied orbital, that orbital contributes nothing, and the premise with its energy e may fail.

**Q.** And how does the final theorem use this condition?

**A.** In `homo_energy_eq_neg_ionization_energy`, the hypothesis `hint` gives `n` the interacting tail and `hKS` gives the same `n` the Kohn–Sham tail. That shared `n` expresses the fact that the exact Kohn–Sham system reproduces the interacting density. The numbers `I` and `e` enter only through the decay constants and the sign conditions `hI` and `he`. Those conditions matter because Lean's real square root returns 0 for negative arguments, which would make different energies indistinguishable. The conclusion is the triple `e = -I ∧ a = b ∧ A = B`; the theorem says that the powers agree, not what they are.

**Q.** Perhaps no function satisfies your condition, and the theorem is empty.

**A.** The model density A r^a exp(−κr) satisfies it for every A > 0 and all real a and κ. For r > 0 the powers cancel, and so do the exponentials, leaving the constant A. With κ = 2√(2I) and e = −I, this one function meets both premises of the final theorem.

```lean
/-- For `A > 0` the model density `A r^a exp(-κ r)` has the tail with prefactor `A`,
power `a` and decay constant `κ`. -/
theorem hasTail_witness {A : ℝ} (hA : 0 < A) (a κ : ℝ) :
    HasTail (fun r => A * r ^ a * Real.exp (-κ * r)) A a κ := by
  have key : Tendsto (fun r : ℝ => A * r ^ a * Real.exp (-κ * r) * r ^ (-a) *
      Real.exp (κ * r)) atTop (𝓝 A) := by
    refine tendsto_const_nhds.congr' ?_
    filter_upwards [eventually_gt_atTop (0 : ℝ)] with r hr
    have e1 : r ^ a * r ^ (-a) = 1 := by
      rw [← Real.rpow_add hr, add_neg_cancel, Real.rpow_zero]
    have e2 : Real.exp (-κ * r) * Real.exp (κ * r) = 1 := by
      have h0 : -κ * r + κ * r = 0 := by ring
      rw [← Real.exp_add, h0, Real.exp_zero]
    linear_combination (-A * Real.exp (-κ * r) * Real.exp (κ * r)) * e1 - A * e2
  exact ⟨hA, key⟩
```

In the proof, `e1` and `e2` are the two cancellations, and `linear_combination` assembles them. The step `congr'` passes the limit from the constant function to the model expression, because the two agree for all r > 0.

**Q.** Now the logarithm. Where does Lean establish that it may be taken?

**A.** Here, before it is needed. Once the product in the tail condition is positive, a value n(r) ≤ 0 would contradict the positivity of the other two factors.

```lean
/-- A density with such a tail is positive at all sufficiently large distances. -/
theorem HasTail.eventually_pos {n : ℝ → ℝ} {A a κ : ℝ} (h : HasTail n A a κ) :
    ∀ᶠ r in atTop, 0 < n r := by
  filter_upwards [h.lim.eventually (lt_mem_nhds h.pos), eventually_gt_atTop (0 : ℝ)]
    with r hr h0
  have hq : 0 < r ^ (-a) * Real.exp (κ * r) :=
    mul_pos (Real.rpow_pos_of_pos h0 _) (Real.exp_pos _)
  by_contra hn
  have h1 := mul_nonneg (sub_nonneg.mpr (not_lt.mp hn)) hq.le
  nlinarith
```

The next lemma composes the limit with the logarithm, using continuity at A. It then splits the logarithm of the product into three terms, which is the formula for L(r).

```lean
/-- On a logarithmic scale the tail reads `log n(r) - a log r + κ r → log A`. -/
theorem HasTail.log_tail {n : ℝ → ℝ} {A a κ : ℝ} (h : HasTail n A a κ) :
    Tendsto (fun r => Real.log (n r) - a * Real.log r + κ * r) atTop
      (𝓝 (Real.log A)) := by
  have h1 := (Real.continuousAt_log h.pos.ne').tendsto.comp h.lim
  refine h1.congr' ?_
  filter_upwards [h.eventually_pos, eventually_gt_atTop (0 : ℝ)] with r hn h0
  have hp : 0 < r ^ (-a) := Real.rpow_pos_of_pos h0 _
  change Real.log (n r * r ^ (-a) * Real.exp (κ * r)) = _
  rw [Real.log_mul (mul_ne_zero hn.ne' hp.ne') (Real.exp_ne_zero _),
    Real.log_mul hn.ne' hp.ne', Real.log_rpow h0, Real.log_exp]
  ring
```

**Q.** And division by r isolates κ?

**A.** Yes. In the next proof, `h1` says that L(r)/r → 0, `h2` says that (log r)/r → 0, and `h3` combines them into the expression that I wrote by hand. The last line is the algebra that identifies this expression with −log n(r)/r for r > 0.

```lean
/-- The decay constant is read off from the density: `-log n(r) / r → κ`. -/
theorem HasTail.decay_rate {n : ℝ → ℝ} {A a κ : ℝ} (h : HasTail n A a κ) :
    Tendsto (fun r => -Real.log (n r) / r) atTop (𝓝 κ) := by
  have h1 := h.log_tail.div_atTop tendsto_id
  have h2 : Tendsto (fun r : ℝ => Real.log r / r) atTop (𝓝 0) :=
    Real.isLittleO_log_id_atTop.tendsto_div_nhds_zero
  -- the convergent function `log n(r) - a log r + κ r` and the term `a log r` are both
  -- negligible against `r`
  have h3 : Tendsto (fun r => κ - (Real.log (n r) - a * Real.log r + κ * r) / r
      - a * (Real.log r / r)) atTop (𝓝 (κ - 0 - a * 0)) :=
    (tendsto_const_nhds.sub h1).sub (h2.const_mul a)
  rw [show κ - 0 - a * 0 = κ by ring] at h3
  refine h3.congr' ?_
  filter_upwards [eventually_gt_atTop (0 : ℝ)] with r hr
  linear_combination (-κ) * mul_inv_cancel₀ hr.ne'
```

For the power, the divisor is log r, which also tends to infinity. The algebra is restricted to r > 1, where log r is positive.

```lean
/-- Once the exponential is removed, the power is read off on the scale of `log r`:
`(log n(r) + κ r) / log r → a`. -/
theorem HasTail.power {n : ℝ → ℝ} {A a κ : ℝ} (h : HasTail n A a κ) :
    Tendsto (fun r => (Real.log (n r) + κ * r) / Real.log r) atTop (𝓝 a) := by
  have h1 := (h.log_tail.div_atTop Real.tendsto_log_atTop).add_const a
  rw [zero_add] at h1
  refine h1.congr' ?_
  filter_upwards [eventually_gt_atTop (1 : ℝ)] with r hr
  linear_combination (-a) * mul_inv_cancel₀ (Real.log_pos hr).ne'
```

**Q.** So the whole argument rests on the uniqueness of limits. What does Lean need for that?

**A.** The device is Mathlib's `tendsto_nhds_unique`. It takes two statements that the same function converges along the same filter, one to each of two points, and returns the equality of the points. It needs a space in which distinct points have disjoint neighbourhoods, which holds for the real line, and a filter that is not trivial, which holds for `atTop` on the reals. Lean finds both facts by itself.

The phrase "the same function" decides the order of the proof. The function in `decay_rate` contains only `n`, so the two tails can be compared there at once. The function in `power` also contains κ, so its two versions coincide only after κ = μ is known. The function in `lim` contains both a and κ, so the prefactor has to come last. Each `obtain rfl` proves an equality and immediately substitutes it everywhere, which turns the next pair of functions into a single one.

```lean
/-- A density determines its tail: decay constant, power and prefactor are unique. -/
theorem HasTail.unique {n : ℝ → ℝ} {A B a b κ μ : ℝ}
    (h : HasTail n A a κ) (h' : HasTail n B b μ) : κ = μ ∧ a = b ∧ A = B := by
  obtain rfl : κ = μ := tendsto_nhds_unique h.decay_rate h'.decay_rate
  obtain rfl : a = b := tendsto_nhds_unique h.power h'.power
  exact ⟨rfl, rfl, tendsto_nhds_unique h.lim h'.lim⟩
```

**Q.** A Kohn–Sham density is a sum over orbitals. Why should the highest one fix the tail?

**A.** Because it decays most slowly. Let n have the tail with A, a, κ, and let a second orbital density m have the tail with B, b, μ, where κ < μ. Then

(n + m) r^(−a) exp(κr) = n r^(−a) exp(κr) + [m r^(−b) exp(μr)] r^(b−a) exp(−(μ−κ)r).

The first term tends to A. The bracket tends to B, and the factor after it tends to 0 whatever the powers are, since an exponential beats any power. The sum therefore keeps the tail of n.

```lean
/-- If two orbital densities have tails with decay constants `κ < μ`, their sum has the
tail of the more slowly decaying one, whatever the powers are. -/
theorem HasTail.add_of_lt {n m : ℝ → ℝ} {A B a b κ μ : ℝ}
    (h : HasTail n A a κ) (h' : HasTail m B b μ) (hlt : κ < μ) :
    HasTail (fun r => n r + m r) A a κ := by
  have h1 := h.lim.add (h'.lim.mul
    (tendsto_rpow_mul_exp_neg_mul_atTop_nhds_zero (b - a) (μ - κ) (sub_pos.2 hlt)))
  rw [mul_zero, add_zero] at h1
  have key : Tendsto (fun r : ℝ => (n r + m r) * r ^ (-a) * Real.exp (κ * r))
      atTop (𝓝 A) := by
    refine h1.congr' ?_
    filter_upwards [eventually_gt_atTop (0 : ℝ)] with r hr
    have e1 : r ^ (-a) = r ^ (-b) * r ^ (b - a) := by
      rw [← Real.rpow_add hr]
      congr 1
      ring
    have e2 : Real.exp (κ * r) = Real.exp (μ * r) * Real.exp (-(μ - κ) * r) := by
      rw [← Real.exp_add]
      congr 1
      ring
    linear_combination (-(m r) * Real.exp (κ * r)) * e1
      - (m r * r ^ (-b) * r ^ (b - a)) * e2
  exact ⟨h.pos, key⟩
```

The proof takes the vanishing factor from Mathlib, and `e1` and `e2` are the splittings of the power and the exponential used in the formula. Further orbitals with larger decay constants can be added one at a time in the same way. Two orbitals with equal decay constants fall outside the condition κ < μ.

**Q.** Could I obtain I from the density alone?

**A.** In the limit, yes, if the density has the interacting tail. Since −log n(r)/r → 2√(2I), squaring gives

(log n(r)/r)² → 8I,

and division by 8 leaves I. The Lean proof does exactly this, with `Real.sq_sqrt` removing the root for I ≥ 0. The theorem gives no rate of convergence. For the model density, the correction to −log n(r)/r includes the term −a (log r)/r, which fades slowly unless a = 0.

```lean
/-- For `I ≥ 0`, a density with decay constant `2 √(2I)` yields `I` as the limit of
`(log n(r) / r)² / 8`. -/
theorem ionization_energy_from_density {n : ℝ → ℝ} {A a I : ℝ} (hI : 0 ≤ I)
    (h : HasTail n A a (2 * Real.sqrt (2 * I))) :
    Tendsto (fun r => (Real.log (n r) / r) ^ 2 / 8) atTop (𝓝 I) := by
  have h1 := (h.decay_rate.pow 2).div_const 8
  have h2 : (2 * Real.sqrt (2 * I)) ^ 2 / 8 = I := by
    rw [mul_pow, Real.sq_sqrt (by linarith)]
    ring
  rw [h2] at h1
  exact h1.congr (fun r => by ring)
```

**Q.** Your sketch of the Kohn–Sham tail assumed a potential that vanishes at infinity. What if it levels off at some other value?

**A.** Call that value v. The orbital then decays according to its depth below v, so the decay constant of its density is 2√(2(v−e)), with e ≤ v. Comparing the two tails gives

2√(2I) = 2√(2(v−e)), hence e = v − I.

A constant shift of the potential moves the orbital energy and leaves the density alone, so the formula has to contain v. In Lean, `v` enters only through the decay constant; the potential itself does not appear as a function. The proof takes the three equalities from `HasTail.unique` and then uses `Real.sqrt_inj`, the injectivity of the square root on non-negative numbers.

```lean
/-- Let `I ≥ 0` and `e ≤ v`. If one density has tails with decay constants `2 √(2I)` and
`2 √(2(v - e))`, then `e = v - I`, and the powers and prefactors agree. -/
theorem homo_energy_of_shifted_potential {n : ℝ → ℝ} {A B a b I e v : ℝ}
    (hI : 0 ≤ I) (he : e ≤ v)
    (hint : HasTail n A a (2 * Real.sqrt (2 * I)))
    (hKS : HasTail n B b (2 * Real.sqrt (2 * (v - e)))) :
    e = v - I ∧ a = b ∧ A = B := by
  obtain ⟨hk, hab, hAB⟩ := hint.unique hKS
  have hs : Real.sqrt (2 * I) = Real.sqrt (2 * (v - e)) := by linarith
  -- the square root is injective on non-negative energies
  have h2 := (Real.sqrt_inj (by linarith) (by linarith)).mp hs
  exact ⟨by linarith, hab, hAB⟩
```

The statement that we began with is the case v = 0. Its proof rewrites −2e as 2(0 − e) and applies the shifted version.

```lean
/-- Let `I ≥ 0` and `e ≤ 0`. If one density has both the interacting tail
`A r^a exp(-2 √(2I) r)` and the Kohn-Sham tail `B r^b exp(-2 √(-2e) r)`, then `e = -I`,
and the powers and prefactors agree. -/
theorem homo_energy_eq_neg_ionization_energy {n : ℝ → ℝ} {A B a b I e : ℝ}
    (hI : 0 ≤ I) (he : e ≤ 0)
    (hint : HasTail n A a (2 * Real.sqrt (2 * I)))
    (hKS : HasTail n B b (2 * Real.sqrt (-2 * e))) :
    e = -I ∧ a = b ∧ A = B := by
  rw [show -2 * e = 2 * (0 - e) by ring] at hKS
  obtain ⟨h1, h2, h3⟩ := homo_energy_of_shifted_potential hI he hint hKS
  exact ⟨by linarith, h2, h3⟩

end DensityTail
```

```lean
#print axioms DensityTail.HasTail.add_of_lt
-- 'DensityTail.HasTail.add_of_lt' depends on axioms: [propext, Classical.choice, Quot.sound]
#print axioms DensityTail.ionization_energy_from_density
-- 'DensityTail.ionization_energy_from_density' depends on axioms: [propext, Classical.choice, Quot.sound]
#print axioms DensityTail.homo_energy_eq_neg_ionization_energy
-- 'DensityTail.homo_energy_eq_neg_ionization_energy' depends on axioms: [propext, Classical.choice, Quot.sound]
```

**Q.** Then may I take minus the highest occupied eigenvalue of my next calculation as an ionization energy?

**A.** The theorem supports that reading for the exact Kohn–Sham system of a finite system, with a potential that vanishes at infinity and a density that has both tails. With an approximate functional, the density you compute is generally not the interacting one. The premise that a single `n` carries both tails is then missing, and the eigenvalue may differ from −I.
